# The real adjacency matrix of a simple graph is Hermitian

The adjacency matrix of a simple graph has entry 1 where two vertices are joined by an edge and 0 elsewhere. In a non-interacting tight-binding model with one orbital per vertex, equal on-site energies set to zero and the same real hopping amplitude on every edge, it is the one-particle Hamiltonian in units of that amplitude. The lemma states that this matrix, taken with real entries, equals its own conjugate transpose; the vertex set need not be finite. The attempt unfolds the definition of Hermitian, replaces the conjugate transpose by the plain transpose, since conjugation does nothing to real numbers, and then cites Mathlib's lemma that the adjacency matrix is symmetric.

This version doesn't compile in Lean 4 with Mathlib:

```lean
import Mathlib

open Finset

namespace McClellandLowerBound

noncomputable section

variable {V : Type*} (G : SimpleGraph V) [DecidableRel G.Adj]

/-- The real adjacency matrix of a graph is Hermitian. -/
theorem adj_isHermitian : (G.adjMatrix ℝ).IsHermitian := by
  rw [Matrix.IsHermitian, Matrix.conjTranspose_eq_transpose_of_trivial]
  exact G.transpose_adjMatrix ℝ

end

end McClellandLowerBound
```

Compiling this gives:

```
Main.lean:14:8: error: Function expected at
  SimpleGraph.transpose_adjMatrix G
but this term has type
  (SimpleGraph.adjMatrix ?m.24 G).transpose = SimpleGraph.adjMatrix ?m.24 G

Note: Expected a function because this term is being applied to the argument
  ℝ
```

Diagnosis. The message says that `SimpleGraph.transpose_adjMatrix G` is already a complete proof of an equation, namely that the transpose of the adjacency matrix is the adjacency matrix. The attempt then hands it `ℝ` as a further argument, as if it were a function, and Lean rejects this because a proof of an equation takes no arguments.

The type of the entries is an implicit argument of the lemma, which Lean works out for itself; in the message it appears as the still undetermined `?m.24`. The repair removes the `ℝ`. `exact` then matches the lemma's equation against the goal left by the `rw`, which concerns `G.adjMatrix ℝ`, and this fixes the entry type as `ℝ`. The two rewrites were sound and stay as they were.

After these edits no error is left:

```diff
@@ -12,5 +12,5 @@
 theorem adj_isHermitian : (G.adjMatrix ℝ).IsHermitian := by
   rw [Matrix.IsHermitian, Matrix.conjTranspose_eq_transpose_of_trivial]
-  exact G.transpose_adjMatrix ℝ
+  exact G.transpose_adjMatrix
 
 end
```
